# A real one-projector ultrasoft overlap is positive definite exactly when $1+q\|\beta\|^2>0$

An ultrasoft pseudopotential measures the norm of a state $x$ by $\langle x,Sx\rangle$ with an overlap operator $S$; for two basis functions, a projector $\beta=(1,2)$ and an augmentation charge $q=-1/2$, the operator $S=1+q\,\beta\beta^{T}$ gives the reference state $\varphi=(1,0)$ the norm $1/2$, but gives $\beta$ itself $-15/2$. The Lean file below treats one real projector in any finite orthonormal basis: it proves the criterion in the title, and it shows that for a Hamiltonian $H=L^{T}L$ with $L$ invertible, $Hx=\varepsilon Sx$ has a negative level exactly when $1+q\|\beta\|^2<0$.

```lean
import Mathlib

open Matrix

namespace UltrasoftOverlap

variable {n : Type*} [Fintype n] [DecidableEq n]

/-- The ultrasoft overlap operator `S = 1 + q β βᵀ` with one real projector `β` and
augmentation charge `q`. -/
def overlap (q : ℝ) (β : n → ℝ) : Matrix n n ℝ := 1 + q • Matrix.vecMulVec β β

/-- `ε` is a level of the generalized eigenvalue problem `H x = ε S x`, with `x` nonzero. -/
def IsLevel (H S : Matrix n n ℝ) (ε : ℝ) : Prop :=
  ∃ x : n → ℝ, x ≠ 0 ∧ H *ᵥ x = ε • (S *ᵥ x)

omit [DecidableEq n] in
/-- A nonzero real vector has positive squared norm. -/
private theorem self_pos {x : n → ℝ} (hx : x ≠ 0) : 0 < x ⬝ᵥ x :=
  lt_of_le_of_ne (Finset.sum_nonneg fun i _ => mul_self_nonneg (x i))
    (fun h => hx (dotProduct_self_eq_zero.mp h.symm))

/-- The overlap operator adds to `x` a multiple of the projector: `S x = x + q ⟨β,x⟩ β`. -/
theorem overlap_mulVec (q : ℝ) (β x : n → ℝ) :
    overlap q β *ᵥ x = x + (q * (β ⬝ᵥ x)) • β := by
  rw [overlap, Matrix.add_mulVec, Matrix.one_mulVec]
  congr 1
  ext i
  simp only [Matrix.mulVec, dotProduct, Matrix.smul_apply, Matrix.vecMulVec_apply,
    Pi.smul_apply, smul_eq_mul, Finset.mul_sum, Finset.sum_mul]
  exact Finset.sum_congr rfl fun j _ => by ring

/-- The generalized norm is the plain norm plus the augmentation term:
`⟨x,S x⟩ = ⟨x,x⟩ + q ⟨β,x⟩²`. -/
theorem overlap_form (q : ℝ) (β x : n → ℝ) :
    x ⬝ᵥ (overlap q β *ᵥ x) = x ⬝ᵥ x + q * (β ⬝ᵥ x) ^ 2 := by
  rw [overlap_mulVec, dotProduct_add, dotProduct_smul, smul_eq_mul, dotProduct_comm x β]
  ring

omit [Fintype n] in
/-- The overlap operator is symmetric. -/
theorem overlap_isHermitian (q : ℝ) (β : n → ℝ) : (overlap q β).IsHermitian := by
  unfold Matrix.IsHermitian
  rw [overlap, Matrix.conjTranspose_add, Matrix.conjTranspose_one]
  congr 1
  ext i j
  simp only [Matrix.conjTranspose_apply, Matrix.smul_apply, Matrix.vecMulVec_apply,
    star_trivial, smul_eq_mul]
  ring

/-- For a nonpositive augmentation charge, the generalized norm of `x` is at least
`(1 + q ‖β‖²) ⟨x,x⟩`. -/
theorem overlap_form_lower_bound {q : ℝ} (hq : q ≤ 0) (β x : n → ℝ) :
    (1 + q * (β ⬝ᵥ β)) * (x ⬝ᵥ x) ≤ x ⬝ᵥ (overlap q β *ᵥ x) := by
  -- Cauchy-Schwarz, multiplied by the nonpositive charge
  have h : (β ⬝ᵥ x) ^ 2 ≤ (β ⬝ᵥ β) * (x ⬝ᵥ x) := by
    simpa only [dotProduct, pow_two] using
      Finset.sum_mul_sq_le_sq_mul_sq Finset.univ β x
  have h2 := mul_le_mul_of_nonpos_left h hq
  rw [overlap_form]
  linarith

/-- The overlap operator `1 + q β βᵀ` is positive definite if and only if
`1 + q ‖β‖² > 0`. -/
theorem overlap_posDef_iff (q : ℝ) (β : n → ℝ) :
    (overlap q β).PosDef ↔ 0 < 1 + q * (β ⬝ᵥ β) := by
  constructor
  · intro h
    by_cases hβ : β = 0
    · simp [hβ]
    · -- test the form on the projector itself
      have h1 := h.dotProduct_mulVec_pos hβ
      rw [star_trivial, overlap_form] at h1
      have h2 : 0 < (β ⬝ᵥ β) * (1 + q * (β ⬝ᵥ β)) := by linarith
      exact (mul_pos_iff_of_pos_left (self_pos hβ)).mp h2
  · intro h
    refine Matrix.posDef_iff_dotProduct_mulVec.mpr ⟨overlap_isHermitian q β, fun x hx => ?_⟩
    rw [star_trivial]
    have hxx := self_pos hx
    rcases le_total q 0 with hq | hq
    · exact lt_of_lt_of_le (mul_pos h hxx) (overlap_form_lower_bound hq β x)
    · rw [overlap_form]
      have := mul_nonneg hq (sq_nonneg (β ⬝ᵥ x))
      linarith

/-- For a nonzero projector with `1 + q ‖β‖² ≠ 0`, the pencil (identity, `S`) has the level
`1 / (1 + q ‖β‖²)`. -/
theorem identity_level (q : ℝ) {β : n → ℝ} (hβ : β ≠ 0) (h : 1 + q * (β ⬝ᵥ β) ≠ 0) :
    IsLevel 1 (overlap q β) (1 + q * (β ⬝ᵥ β))⁻¹ := by
  have hS : overlap q β *ᵥ β = (1 + q * (β ⬝ᵥ β)) • β := by
    rw [overlap_mulVec, add_smul, one_smul]
  unfold IsLevel
  refine ⟨β, hβ, ?_⟩
  rw [hS, smul_smul, inv_mul_cancel₀ h, one_smul, Matrix.one_mulVec]

/-- For a Hamiltonian `H = Lᵀ L` with `L` invertible, the problem `H x = ε S x` has a
negative level if and only if `1 + q ‖β‖² < 0`. -/
theorem negative_level_iff (q : ℝ) (β : n → ℝ) {L : Matrix n n ℝ} (hL : IsUnit L.det) :
    (∃ ε < 0, IsLevel (Lᵀ * L) (overlap q β) ε) ↔ 1 + q * (β ⬝ᵥ β) < 0 := by
  have hKL : L⁻¹ * L = 1 := Matrix.nonsing_inv_mul L hL
  have hLK : L * L⁻¹ = 1 := Matrix.mul_nonsing_inv L hL
  generalize L⁻¹ = K at hKL hLK
  constructor
  · rintro ⟨ε, hε, x, hx, h⟩
    have hLx : L *ᵥ x ≠ 0 := by
      intro h0
      apply hx
      rw [← Matrix.one_mulVec x, ← hKL, ← Matrix.mulVec_mulVec, h0, Matrix.mulVec_zero]
    -- the energy is positive, so a negative level needs a negative generalized norm
    have e : (L *ᵥ x) ⬝ᵥ (L *ᵥ x) = ε * (x ⬝ᵥ (overlap q β *ᵥ x)) := by
      rw [← smul_eq_mul, ← dotProduct_smul, ← h, ← Matrix.mulVec_mulVec,
        Matrix.dotProduct_mulVec x, Matrix.vecMul_transpose]
    have hpos := self_pos hLx
    have hneg : x ⬝ᵥ (overlap q β *ᵥ x) < 0 := by
      by_contra hc
      have := mul_nonpos_of_nonpos_of_nonneg hε.le (not_lt.mp hc)
      linarith
    have hxx := self_pos hx
    have hq : q ≤ 0 := by
      by_contra hc
      have := mul_nonneg (not_le.mp hc).le (sq_nonneg (β ⬝ᵥ x))
      rw [overlap_form] at hneg
      linarith
    by_contra hc
    have h1 := mul_nonneg (not_lt.mp hc) hxx.le
    have h2 := overlap_form_lower_bound hq β x
    linarith
  · intro hb
    have hβ : β ≠ 0 := by
      rintro rfl
      norm_num at hb
    -- the overlap in the coordinates where the Hamiltonian is the identity
    have hM : (Kᵀ * overlap q β * K).IsHermitian := by
      have h := Matrix.isHermitian_conjTranspose_mul_mul K (overlap_isHermitian q β)
      rwa [Matrix.conjTranspose_eq_transpose_of_trivial] at h
    obtain ⟨i, hi⟩ : ∃ i, hM.eigenvalues i < 0 := by
      by_contra hc
      have hps := hM.posSemidef_iff_eigenvalues_nonneg.mpr
        (fun i => not_lt.mp fun h => hc ⟨i, h⟩)
      have h := hps.dotProduct_mulVec_nonneg (L *ᵥ β)
      rw [star_trivial, Matrix.mulVec_mulVec, Matrix.mul_assoc (Kᵀ * overlap q β) K L, hKL,
        Matrix.mul_one, ← Matrix.mulVec_mulVec, Matrix.dotProduct_mulVec,
        Matrix.vecMul_transpose, Matrix.mulVec_mulVec, hKL, Matrix.one_mulVec,
        overlap_form] at h
      have := mul_neg_of_pos_of_neg (self_pos hβ) hb
      linarith
    obtain ⟨v, hv0, hv⟩ : ∃ v : n → ℝ, v ≠ 0 ∧
        (Kᵀ * overlap q β * K) *ᵥ v = hM.eigenvalues i • v :=
      ⟨_, fun h => hM.eigenvectorBasis.orthonormal.ne_zero i
        (PiLp.ext fun j => congrFun h j), hM.mulVec_eigenvectorBasis i⟩
    have hT : Lᵀ * Kᵀ = 1 := by
      rw [← Matrix.transpose_mul, hKL, Matrix.transpose_one]
    -- transform the eigenvector back
    have hS : overlap q β *ᵥ (K *ᵥ v) = hM.eigenvalues i • (Lᵀ *ᵥ v) := by
      rw [← Matrix.mulVec_smul, ← hv, Matrix.mulVec_mulVec, Matrix.mulVec_mulVec,
        ← Matrix.mul_assoc, ← Matrix.mul_assoc, hT, Matrix.one_mul]
    refine ⟨(hM.eigenvalues i)⁻¹, inv_lt_zero.mpr hi, ?_⟩
    unfold IsLevel
    refine ⟨K *ᵥ v, fun h => hv0 ?_, ?_⟩
    · rw [← Matrix.one_mulVec v, ← hLK, ← Matrix.mulVec_mulVec, h, Matrix.mulVec_zero]
    · rw [hS, smul_smul, inv_mul_cancel₀ hi.ne, one_smul, Matrix.mulVec_mulVec,
        Matrix.mul_assoc, hLK, Matrix.mul_one]

/-- For `φ = (1,0)`, `β = (1,2)` and `q = -1/2` one has `⟨β,φ⟩ = 1` and `⟨φ,S φ⟩ = 1/2`,
yet `⟨β,S β⟩ = -15/2` and the pencil (identity, `S`) has the level `-2/3`. -/
theorem positive_reference_norm_not_sufficient :
    (![1, 2] : Fin 2 → ℝ) ⬝ᵥ ![1, 0] = 1 ∧
    (![1, 0] : Fin 2 → ℝ) ⬝ᵥ (overlap (-1 / 2) ![1, 2] *ᵥ ![1, 0]) = 1 / 2 ∧
    (![1, 2] : Fin 2 → ℝ) ⬝ᵥ (overlap (-1 / 2) ![1, 2] *ᵥ ![1, 2]) = -15 / 2 ∧
    IsLevel 1 (overlap (-1 / 2) (![1, 2] : Fin 2 → ℝ)) (-2 / 3) := by
  have hb : (![1, 2] : Fin 2 → ℝ) ⬝ᵥ ![1, 2] = 5 := by
    norm_num [dotProduct, Fin.sum_univ_two]
  have hβ : (![1, 2] : Fin 2 → ℝ) ≠ 0 := by
    intro h
    have h0 := congrFun h 0
    norm_num at h0
  refine ⟨?_, ?_, ?_, ?_⟩
  · norm_num [dotProduct, Fin.sum_univ_two]
  · rw [overlap_form]
    norm_num [dotProduct, Fin.sum_univ_two]
  · rw [overlap_form, hb]
    norm_num
  · have h := identity_level (-1 / 2) hβ (by rw [hb]; norm_num)
    rw [hb] at h
    convert h using 1
    norm_num

end UltrasoftOverlap
```

```lean
#print axioms UltrasoftOverlap.overlap_posDef_iff
-- 'UltrasoftOverlap.overlap_posDef_iff' depends on axioms: [propext, Classical.choice, Quot.sound]
#print axioms UltrasoftOverlap.negative_level_iff
-- 'UltrasoftOverlap.negative_level_iff' depends on axioms: [propext, Classical.choice, Quot.sound]
#print axioms UltrasoftOverlap.positive_reference_norm_not_sufficient
-- 'UltrasoftOverlap.positive_reference_norm_not_sufficient' depends on axioms: [propext, Classical.choice, Quot.sound]
```

## What the reference state sees of the projector

In an ultrasoft pseudopotential the smooth pseudo-state need not carry the same charge in the core region as the all-electron state it replaces. The augmentation charge $q$ is the difference, all-electron minus pseudo, and it is negative when the pseudo-state holds too much charge there. The number $\langle\beta,x\rangle$ is used as the coefficient of the reference state $\varphi$ in the core part of a state $x$, and $\beta$ is scaled so that $\langle\beta,\varphi\rangle=1$. Then
$$\langle\varphi,S\varphi\rangle=\langle\varphi,\varphi\rangle+q ,$$
which is the norm of the all-electron reference state, taken over the same region as $\langle\varphi,\varphi\rangle$, and so is positive by construction.

This positivity need not extend to other states. Take $\beta=(1,t)$ with $\varphi=(1,0)$ and $q=-1/2$. The component $t$ is invisible to $\varphi$: the conditions $\langle\beta,\varphi\rangle=1$ and $\langle\varphi,S\varphi\rangle=1/2$ hold for every $t$. But $1+q\|\beta\|^2=(1-t^2)/2$, which is positive only for $|t|<1$. At $t=2$ it equals $-3/2$. This is the value of $\langle x,Sx\rangle$ for the normalised vector $x=\beta/\sqrt5$; the $-15/2$ belongs to the unnormalised $\beta$.

The theorem `positive_reference_norm_not_sufficient` records the case $t=2$. Its numbers are chosen for simple arithmetic and do not describe a particular atom.

## The statements in words

The index type `n` labels a finite basis. The basis is orthonormal, because the overlap without augmentation is the identity matrix. States and projectors are real coefficient vectors `n → ℝ`, and `x ⬝ᵥ y` is $\langle x,y\rangle$, so that `β ⬝ᵥ β` stands for $\|\beta\|^2$. The matrix `vecMulVec β β` is $\beta\beta^{T}$, and `overlap q β` is $S$. Both $q$ and $\beta$ are arbitrary here; no atomic construction is assumed.

`overlap_posDef_iff` says that $S$ is positive definite if and only if $1+q\|\beta\|^2>0$. Mathlib's `PosDef` means that the matrix is symmetric and that $\langle x,Sx\rangle>0$ for every nonzero $x$.

`IsLevel H S ε` says that some nonzero $x$ satisfies $Hx=\varepsilon Sx$. The pair $(H,S)$ is called a pencil. `identity_level` gives the pencil $(1,S)$ the level $1/(1+q\|\beta\|^2)$ when $\beta\neq0$ and the denominator is nonzero. In the example this is $-2/3$, a negative level although the Hamiltonian is the identity.

`negative_level_iff` extends this to $H=L^{T}L$ with $L$ invertible, which makes $H$ positive definite. Between the two criteria lies the boundary $1+q\|\beta\|^2=0$. There $S\beta=0$ with $\beta\neq0$, so $S$ is not positive definite, and yet there is no negative level.

Positivity of $H$ is a real restriction. Kohn–Sham Hamiltonians usually have bound states below the energy zero, and with a positive definite $S$ such negative levels are ordinary physics. Moving the energy zero replaces $H$ by $H+cS$ and shifts every level by $c$. For a positive definite $S$ a large enough $c$ makes $H+cS$ positive definite, but for an indefinite $S$ there may be no such $c$.

The file also does not treat the many complex projectors, coupled by a matrix of charges $q_{ij}$, that occur in production calculations. For these the single scalar condition on $1+q\|\beta\|^2$ is in general replaced by a condition on a matrix.

## Why the projector decides the sign

Since $\beta\beta^{T}x=\langle\beta,x\rangle\beta$,
$$Sx=x+q\langle\beta,x\rangle\,\beta,\qquad \langle x,Sx\rangle=\langle x,x\rangle+q\langle\beta,x\rangle^2 .$$
These are `overlap_mulVec` and `overlap_form`. The first is proved component by component, and the second follows by taking the product with $x$.

Suppose $S$ is positive definite. If $\beta=0$, the claimed inequality reads $1>0$. Otherwise insert $x=\beta$:
$$0<\langle\beta,S\beta\rangle=\|\beta\|^2\,(1+q\|\beta\|^2),$$
and divide by $\|\beta\|^2>0$. The Lean proof makes the same case split with `by_cases` and uses `self_pos` for the positive factor.

Conversely, suppose $1+q\|\beta\|^2>0$ and $x\neq0$. If $q\ge0$, the augmentation term is nonnegative and $\langle x,Sx\rangle\ge\langle x,x\rangle>0$. If $q\le0$, the Cauchy–Schwarz inequality $\langle\beta,x\rangle^2\le\|\beta\|^2\langle x,x\rangle$ changes direction when multiplied by $q$, and
$$\langle x,Sx\rangle\ \ge\ (1+q\|\beta\|^2)\,\langle x,x\rangle\ >\ 0 .$$
The first inequality is `overlap_form_lower_bound`, and `rcases le_total q 0` separates the two signs of $q$. The symmetry that `PosDef` also requires comes from `overlap_isHermitian`.

Applied to $x=\varphi$, the lower bound shows how the reference state relates to the criterion. For $q\le0$ the normalised reference value $\langle\varphi,S\varphi\rangle/\langle\varphi,\varphi\rangle$ is never below $1+q\|\beta\|^2$, so it can stay positive after the criterion has failed.

For the level in `identity_level`, put $x=\beta$ in the formula for $Sx$. This gives $S\beta=(1+q\|\beta\|^2)\beta$, and dividing by the factor gives $\beta=\varepsilon S\beta$ with $\varepsilon=1/(1+q\|\beta\|^2)$.

## From a negative norm to a negative level

Let $Hx=\varepsilon Sx$ with $H=L^{T}L$, $x\neq0$ and $\varepsilon<0$. The product with $x$ gives
$$\|Lx\|^2=\varepsilon\,\langle x,Sx\rangle .$$
The left side is positive because $L$ is invertible, so $\langle x,Sx\rangle<0$. This excludes $q>0$, for which $\langle x,Sx\rangle\ge\langle x,x\rangle$. The lower bound therefore applies and yields $(1+q\|\beta\|^2)\langle x,x\rangle<0$, hence $1+q\|\beta\|^2<0$. In the Lean proof, `e` is the displayed identity, and `hneg` and `hq` are the two conclusions drawn before the bound is used.

For the other direction let $1+q\|\beta\|^2<0$. Then $\beta\neq0$ and $\langle\beta,S\beta\rangle<0$. Write $K=L^{-1}$ and pass to coordinates in which the Hamiltonian becomes the identity. The overlap there is the symmetric matrix $M=K^{T}SK$. For $y=L\beta$,
$$\langle y,My\rangle=\langle KL\beta,\,S\,KL\beta\rangle=\langle\beta,S\beta\rangle<0 ,$$
so the eigenvalues of $M$ cannot all be nonnegative. Choose $\mu<0$ and $v\neq0$ with $Mv=\mu v$, and set $x=Kv$, so that $v=Lx$ and $x\neq0$. Multiplying $K^{T}Sx=\mu v$ by $L^{T}$ gives
$$Sx=\mu L^{T}v=\mu L^{T}Lx=\mu Hx ,$$
and therefore $Hx=\mu^{-1}Sx$ with $\mu^{-1}<0$.

The Lean proof obtains $\mu$ by contradiction: if no eigenvalue were negative, `posSemidef_iff_eigenvalues_nonneg` would make $M$ positive semidefinite, against the value at $L\beta$. The vector $v$ is taken from Mathlib's `eigenvectorBasis`, and `hS` is the relation $Sx=\mu L^{T}v$.

## A singular Hamiltonian can hide the negative norm

Without invertibility of $L$ the equivalence can fail, even for a nonzero positive semidefinite $H$. Take
$$L=\begin{pmatrix}1&0\\0&0\end{pmatrix},\qquad \beta=(0,1),\qquad q=-2 .$$
Then $H=L$, $S=\mathrm{diag}(1,-1)$ and $1+q\|\beta\|^2=-1$. The equation $Hx=\varepsilon Sx$ reads $x_1=\varepsilon x_1$ and $0=-\varepsilon x_2$, so the only levels are $1$ and $0$. The direction of negative norm is present, but it has zero energy and produces no negative level.

## The overlap inside an iterative eigensolver

An iterative solver can apply $S$ without storing it as a matrix. For one projector it computes the number $\langle\beta,x\rangle$, multiplies it by $q$ and adds that multiple of $\beta$ to $x$, as in `overlap_mulVec`. Many solvers then collect the products $\langle x_i,Sx_j\rangle$ of their trial vectors in a small matrix, and a common next step is a Cholesky factorisation, which turns the small generalized problem into a standard one.

In the two-function example, a trial space containing only $\varphi$ gives the $1\times1$ matrix $(1/2)$, and the factorisation succeeds. Adding the second basis function gives
$$\begin{pmatrix}1/2&-1\\-1&-1\end{pmatrix},$$
whose pivots are $1/2$ and $-1-(-1)^2/(1/2)=-3$. The factorisation stops at the second pivot.

Enlarging the basis itself can have the same effect. With the first function alone the projector is truncated to $(1)$ and $1+q\|\beta\|^2=1/2$; with both functions it is $-3/2$. A function added to an orthonormal basis never decreases $\|\beta\|^2$ and increases it whenever the new component of $\beta$ is nonzero, so for negative $q$ an overlap that is positive definite at a low cutoff may lose that property at a higher one.
